# Mixed second strain derivatives of cell metrics, volume and squared wavevector lengths for symmetric strains

A crystal cell is stretched along one axis and sheared at the same time, and we ask how the two deformations interfere at second order. The elastic constants of an unstressed crystal are second derivatives of the energy with respect to strain, divided by the volume, and in a plane-wave calculation the energy depends on the strain partly through lengths in real space, lengths in reciprocal space and the cell volume.

Let $\varepsilon$ and $\eta$ be real symmetric $n\times n$ matrices, the two strains, with amplitudes $x$ and $y$. The deformation is $A(x,y)=1+x\varepsilon+y\eta$. Lattice vectors, the columns of $R$, become the columns of $AR$. Reciprocal vectors, the columns of $B$, become those of $A^{-T}B$, where $A^{-T}$ is the transposed inverse; this keeps every product of a reciprocal and a lattice vector unchanged.

```lean
import Mathlib

open Matrix Filter Topology
open scoped Matrix.Norms.Operator

namespace StrainResponse

noncomputable section
```

"Mixed second derivative at the origin" has a definite order here: first $y$ at $y=0$, for every $x$ near $0$, then $x$ at $x=0$. In the definition below, `G` is the intermediate $y$-derivative as a function of $x$, not a reciprocal vector.

```lean
/-- `F` has mixed second derivative `L` at the origin: its `y`-derivative at `y = 0` exists for
all `x` near `0`, and is differentiable in `x` at `0` with derivative `L`. -/
def HasMixedDeriv {E : Type*} [NormedAddCommGroup E] [NormedSpace ℝ E]
    (F : ℝ → ℝ → E) (L : E) : Prop :=
  ∃ G : ℝ → E, (∀ᶠ x in 𝓝 (0 : ℝ), HasDerivAt (fun y => F x y) (G x) 0) ∧ HasDerivAt G L 0
```

## (a) The definition agrees with the iterated derivative

**Task.** Show that if $F$ has mixed derivative $L$ in this sense, then
$$\frac{d}{dx}\Big|_{0}\frac{d}{dy}\Big|_{0}F(x,y)=L .$$

**Solution.** For $x$ near $0$ the inner derivative equals the intermediate function. Two functions that agree near $0$ have the same derivative there, and that derivative is $L$. In Lean the agreement is the statement `e`, and `e.deriv_eq` transfers the derivative.

```lean
/-- A mixed second derivative is the value of the iterated derivative at the origin. -/
theorem HasMixedDeriv.deriv_deriv {E : Type*} [NormedAddCommGroup E] [NormedSpace ℝ E]
    {F : ℝ → ℝ → E} {L : E} (h : HasMixedDeriv F L) :
    deriv (fun x => deriv (fun y => F x y) 0) 0 = L := by
  obtain ⟨G, h1, h2⟩ := h
  have e : (fun x => deriv (fun y => F x y) 0) =ᶠ[𝓝 0] G := h1.mono fun x hx => hx.deriv
  rw [e.deriv_eq]
  exact h2.deriv
```

## (b) Linear functions of a moving point

**Task.** For a real-valued linear $f$ on a finite-dimensional space and a differentiable curve $g$, show
$$\frac{d}{dt}f(g(t))=f(g'(t)).$$

**Solution.** By linearity,
$$\frac{f(g(t+h))-f(g(t))}{h}=f\!\left(\frac{g(t+h)-g(t)}{h}\right).$$
A linear map on a finite-dimensional space is continuous, so the right side tends to $f(g'(t))$. Lean makes $f$ a continuous linear map and applies the chain rule.

```lean
/-- A linear function of a differentiable curve in a finite-dimensional space is differentiable,
and its derivative is the linear function of the velocity. -/
theorem hasDerivAt_linear {E : Type*} [NormedAddCommGroup E] [NormedSpace ℝ E]
    [FiniteDimensional ℝ E] (f : E →ₗ[ℝ] ℝ) {g : ℝ → E} {g' : E} {t : ℝ}
    (hg : HasDerivAt g g' t) : HasDerivAt (fun s => f (g s)) (f g') t :=
  (LinearMap.toContinuousLinearMap f).hasFDerivAt.comp_hasDerivAt t hg
```

## (c) A deformation linear in its amplitude

**Task.** In a normed real algebra, such as the $n\times n$ matrices, show
$$\frac{d}{dy}(c+yb)=b.$$

**Solution.** The difference quotient is $hb/h=b$ for every $h\neq0$.

```lean
section Algebra

variable {𝔸 : Type*} [NormedRing 𝔸] [NormedAlgebra ℝ 𝔸]

/-- A deformation that grows linearly with the strain amplitude has constant derivative. -/
theorem hasDerivAt_line (c b : 𝔸) (t : ℝ) : HasDerivAt (fun y : ℝ => c + y • b) b t :=
  (((hasDerivAt_id' t).smul_const b).const_add c).congr_deriv (one_smul ℝ b)
```

## (d) The inverse along a curve

**Task.** In a finite-dimensional algebra, let $f$ be differentiable at $t$ with $f(t)$ invertible. Show
$$(f^{-1})'(t)=-f(t)^{-1}f'(t)f(t)^{-1}.$$

**Solution.** Invertible elements form an open set, so $f(s)$ is invertible for $s$ near $t$, and
$$f(s)^{-1}-f(t)^{-1}=-f(s)^{-1}\,[f(s)-f(t)]\,f(t)^{-1}.$$
Divide by $s-t$ and let $s\to t$, using the continuity of inversion.

```lean
/-- In a finite-dimensional algebra, the inverse of a differentiable curve `f` has derivative `-f⁻¹
f' f⁻¹` wherever `f` is invertible. -/
theorem hasDerivAt_inverse [FiniteDimensional ℝ 𝔸] {f : ℝ → 𝔸} {f' : 𝔸} {t : ℝ}
    (hf : HasDerivAt f f' t) (hu : IsUnit (f t)) :
    HasDerivAt (fun s => Ring.inverse (f s))
      (-(Ring.inverse (f t) * f' * Ring.inverse (f t))) t := by
  have : CompleteSpace 𝔸 := FiniteDimensional.complete ℝ 𝔸
  obtain ⟨u, hu⟩ := hu
  have h := hasFDerivAt_ringInverse (𝕜 := ℝ) u
  rw [hu] at h
  have e : Ring.inverse (f t) = ↑u⁻¹ := by rw [← hu, Ring.inverse_unit]
  rw [e]
  exact (h.comp_hasDerivAt t hf).congr_deriv (by simp [ContinuousLinearMap.mulLeftRight_apply])
```

### A closer look at `hasFDerivAt_ringInverse`

This Mathlib theorem gives the derivative of inversion at a unit $u$ as the linear map $h\mapsto-u^{-1}hu^{-1}$, with the order of the factors kept. It is stated for `Ring.inverse`, a function on the whole ring that returns $0$ at non-invertible elements, so one can differentiate it without carrying an invertibility proof in its argument. The theorem assumes that geometric series converge in the ring; completeness is enough for this, and finite dimension supplies completeness. Later, `Matrix.nonsing_inv_eq_ringInverse` identifies this function with the usual matrix inverse. The matrix norm opened at the top of the file serves only to make matrices a normed algebra; in finite dimension the derivatives don't depend on that choice.

## (e) The square of the deformation

**Task.** For fixed $l,r$, show that $l(1+xa+yb)^2r$ has mixed derivative
$$l(ab+ba)r.$$

**Solution.** Put $C=1+xa$. The $y$-derivative of $(C+yb)^2$ at $y=0$ is $bC+Cb$, for every $x$. Its $x$-derivative is $ba+ab$. The constant factors $l$ and $r$ stay outside. The two bullets in the proof are these two differentiations.

```lean
/-- The mixed second derivative of `l (1 + x a + y b)² r` at the origin is `l (a b + b a) r`. -/
theorem mixed_sq (a b l r : 𝔸) :
    HasMixedDeriv (fun x y : ℝ => l * ((1 + x • a + y • b) * (1 + x • a + y • b)) * r)
      (l * (a * b + b * a) * r) := by
  refine ⟨fun x => l * (b * (1 + x • a) + (1 + x • a) * b) * r,
    Eventually.of_forall fun x => ?_, ?_⟩
  · have h := hasDerivAt_line (1 + x • a) b 0
    exact (((h.fun_mul h).const_mul l).mul_const r).congr_deriv (by simp)
  · have h := hasDerivAt_line 1 a 0
    exact ((((h.const_mul b).fun_add (h.mul_const b)).const_mul l).mul_const r).congr_deriv
      (by rw [add_comm (b * a)])
```

## (f) The inverse square

**Task.** In finite dimension, show that $l(1+xa+yb)^{-2}r$ has mixed derivative
$$3\,l(ab+ba)r.$$

**Solution.** For small $x$, $C=1+xa$ is invertible; write $J=C^{-1}$. By (d), the $y$-derivative of $(C+yb)^{-1}$ at $y=0$ is $-JbJ$, so that of the square is
$$-JbJJ-JJbJ.$$
At $x=0$ we have $J=1$ and $J'=-a$. Therefore
$$(JbJJ)'=-(ab+2ba),\qquad (JJbJ)'=-(2ab+ba).$$
The negative of their sum is $3(ab+ba)$. In Lean, `hunit` is the invertibility for small $x$, `hI` is $J'=-a$, `h1` and `h2` differentiate the two products, and `module` collects the terms.

```lean
/-- In a finite-dimensional algebra, the mixed second derivative of `l (1 + x a + y b)⁻² r` at the
origin is `l (3 (a b + b a)) r`. -/
theorem mixed_inv_sq [FiniteDimensional ℝ 𝔸] (a b l r : 𝔸) :
    HasMixedDeriv (fun x y : ℝ => l * (Ring.inverse (1 + x • a + y • b) *
      Ring.inverse (1 + x • a + y • b)) * r) (l * ((3 : ℝ) • (a * b + b * a)) * r) := by
  have : CompleteSpace 𝔸 := FiniteDimensional.complete ℝ 𝔸
  have hl := hasDerivAt_line 1 a 0
  -- the deformation stays invertible for small strain
  have hunit : ∀ᶠ x : ℝ in 𝓝 0, IsUnit (1 + x • a) := by
    have h0 : (1 : 𝔸) + (0 : ℝ) • a = ((1 : 𝔸ˣ) : 𝔸) := by simp
    refine hl.continuousAt.preimage_mem_nhds (t := {z : 𝔸 | IsUnit z}) ?_
    show _ ∈ 𝓝 ((1 : 𝔸) + (0 : ℝ) • a)
    rw [h0]
    exact Units.nhds 1
  refine ⟨fun x => l * (-(Ring.inverse (1 + x • a) * b * Ring.inverse (1 + x • a) *
    Ring.inverse (1 + x • a)) - Ring.inverse (1 + x • a) *
    (Ring.inverse (1 + x • a) * b * Ring.inverse (1 + x • a))) * r,
    hunit.mono fun x hx => ?_, ?_⟩
  · have h := hasDerivAt_inverse (hasDerivAt_line (1 + x • a) b 0) (by simpa using hx)
    refine (((h.fun_mul h).const_mul l).mul_const r).congr_deriv ?_
    simp only [zero_smul, add_zero, neg_mul, mul_neg, sub_eq_add_neg]
  · have hI : HasDerivAt (fun x : ℝ => Ring.inverse (1 + x • a)) (-a) 0 :=
      (hasDerivAt_inverse hl (by simp)).congr_deriv (by simp)
    have h1 := ((hI.mul_const b).fun_mul hI).fun_mul hI
    have h2 := hI.fun_mul ((hI.mul_const b).fun_mul hI)
    refine (((h1.fun_neg.fun_sub h2).const_mul l).mul_const r).congr_deriv ?_
    congr 2
    simp only [zero_smul, add_zero, Ring.inverse_one, one_mul, mul_one, neg_mul, mul_neg]
    module

end Algebra
```

## The strained cell as matrices

The index type `n` is any finite type; for a bulk crystal it has three elements, one for each direction in space. Neither $R$ nor $B$ has to be invertible, and no relation between them is assumed. The metrics are the matrices of scalar products between the strained cell vectors.

```lean
variable {n : Type*} [Fintype n] [DecidableEq n]

/-- The deformation `A = 1 + x ε + y η` produced by two strains with amplitudes `x` and `y`. -/
def deformation (ε η : Matrix n n ℝ) (x y : ℝ) : Matrix n n ℝ := 1 + x • ε + y • η

/-- The metric of the deformed cell, whose lattice vectors are the columns of `A R`. -/
def realMetric (R A : Matrix n n ℝ) : Matrix n n ℝ := (A * R)ᵀ * (A * R)

/-- The metric of the deformed reciprocal cell, whose vectors are the columns of `A⁻ᵀ B`. -/
def reciprocalMetric (B A : Matrix n n ℝ) : Matrix n n ℝ := (A⁻¹ᵀ * B)ᵀ * (A⁻¹ᵀ * B)
```

## (g) Jacobi's formula along a line

**Task.** For invertible $M$, show
$$\frac{d}{dy}\Big|_0\det(M+yN)=\det M\,\operatorname{tr}(M^{-1}N).$$

**Solution.** Factor out $M$: with $K=M^{-1}N$,
$$\det(M+yN)=\det M\,\det(1+yK).$$
In the permutation expansion of $\det(1+yK)$, every permutation other than the identity moves at least two indices and contributes only from order $y^2$ on. The identity contributes $\prod_i(1+yK_{ii})=1+y\operatorname{tr}K+O(y^2)$. The factorisation is `key`, and `Matrix.det_one_add_smul` supplies the expansion.

```lean
/-- Jacobi's formula along a line: at an invertible `M`, the determinant changes in the
direction `N` at the rate `det M tr(M⁻¹ N)`. -/
theorem hasDerivAt_det (M N : Matrix n n ℝ) (hM : IsUnit M.det) :
    HasDerivAt (fun y : ℝ => (M + y • N).det) (M.det * (M⁻¹ * N).trace) 0 := by
  -- factor out `M`, then expand the determinant about the identity
  have key : ∀ y : ℝ, (M + y • N).det = M.det * (1 + y • (M⁻¹ * N)).det := by
    intro y
    rw [← Matrix.det_mul, Matrix.mul_add, Matrix.mul_one, Matrix.mul_smul, ← Matrix.mul_assoc,
      Matrix.mul_nonsing_inv M hM, Matrix.one_mul]
  have h : HasDerivAt (fun y : ℝ => (1 + y • (M⁻¹ * N)).det) (M⁻¹ * N).trace 0 := by
    rw [funext fun y : ℝ => Matrix.det_one_add_smul y (M⁻¹ * N)]
    exact ((((hasDerivAt_id' (0 : ℝ)).const_mul (M⁻¹ * N).trace).const_add 1).fun_add
      ((Polynomial.hasDerivAt _ 0).fun_mul
        ((hasDerivAt_id' (0 : ℝ)).fun_pow 2))).congr_deriv (by simp)
  rw [funext key]
  exact h.const_mul M.det
```

## (h) The volume ratio

**Task.** Show that $\det A$ has mixed derivative
$$\operatorname{tr}\varepsilon\,\operatorname{tr}\eta-\operatorname{tr}(\varepsilon\eta).$$

**Solution.** Let $C=1+x\varepsilon$. Its determinant is nonzero for small $x$, so (g) gives the $y$-derivative $\det C\,\operatorname{tr}(C^{-1}\eta)$. At $x=0$ the first factor is $1$ with derivative $\operatorname{tr}\varepsilon$. The second is $\operatorname{tr}\eta$ with derivative $-\operatorname{tr}(\varepsilon\eta)$, by (d) and by (b) applied to $X\mapsto\operatorname{tr}(X\eta)$. The product rule gives the claim. Symmetry isn't used. Near zero strain $\det A$ is positive and is the strained volume divided by the unstrained one.

```lean
/-- The mixed second derivative of the volume ratio `det A` at zero strain is
`tr ε tr η - tr(ε η)`. -/
theorem mixed_det (ε η : Matrix n n ℝ) :
    HasMixedDeriv (fun x y => (deformation ε η x y).det)
      (ε.trace * η.trace - (ε * η).trace) := by
  have hd : HasDerivAt (fun x : ℝ => (1 + x • ε).det) ε.trace 0 :=
    (hasDerivAt_det 1 ε (by simp)).congr_deriv (by simp)
  refine ⟨fun x => (1 + x • ε).det * ((1 + x • ε)⁻¹ * η).trace, ?_, ?_⟩
  · exact (hd.continuousAt.eventually_ne (by simp)).mono fun x hx =>
      hasDerivAt_det (1 + x • ε) η (isUnit_iff_ne_zero.mpr hx)
  · have hI := hasDerivAt_inverse (hasDerivAt_line 1 ε 0) (by simp)
    have ht := hasDerivAt_linear (Matrix.traceLinearMap n ℝ ℝ ∘ₗ LinearMap.mulRight ℝ η) hI
    simp only [Matrix.nonsing_inv_eq_ringInverse]
    exact (hd.fun_mul ht).congr_deriv (by simp [sub_eq_add_neg])
```

## (i) Both metrics and the volume together

**Task.** For symmetric strains, show that the real-space and reciprocal metrics have mixed derivatives
$$R^T(\varepsilon\eta+\eta\varepsilon)R\qquad\text{and}\qquad 3B^T(\varepsilon\eta+\eta\varepsilon)B,$$
and join these to the result of (h).

**Solution.** Since $A^T=A$,
$$(AR)^T(AR)=R^TA^2R,$$
$$(A^{-T}B)^T(A^{-T}B)=B^TA^{-1}A^{-T}B=B^TA^{-2}B.$$
Apply (e) with $l=R^T$, $r=R$, and (f) with $l=B^T$, $r=B$, taking $a=\varepsilon$ and $b=\eta$.

The hypotheses `hε` and `hη` state the symmetry, which excludes rotational parts from the strains. In the proof, `hs` is $A^T=A$; the `simp` steps rewrite the metrics into the forms of (e) and (f). The coefficients belong to a deformation linear in $x$ and $y$, so another strain convention can change them.

```lean
/-- Second-order strain response of a crystal cell: the mixed derivatives at zero strain of the
real-space metric, the reciprocal metric and the volume ratio, for symmetric strains. -/
theorem second_order_strain_response (ε η R B : Matrix n n ℝ) (hε : ε.IsSymm) (hη : η.IsSymm) :
    HasMixedDeriv (fun x y => realMetric R (deformation ε η x y))
        (Rᵀ * (ε * η + η * ε) * R) ∧
      HasMixedDeriv (fun x y => reciprocalMetric B (deformation ε η x y))
        (Bᵀ * ((3 : ℝ) • (ε * η + η * ε)) * B) ∧
      HasMixedDeriv (fun x y => (deformation ε η x y).det)
        (ε.trace * η.trace - (ε * η).trace) := by
  -- symmetric strains give a symmetric deformation
  have hs : ∀ x y, (deformation ε η x y)ᵀ = deformation ε η x y := by
    intro x y
    simp [deformation, hε.eq, hη.eq]
  refine ⟨?_, ?_, mixed_det ε η⟩
  · have h := mixed_sq ε η Rᵀ R
    simp only [realMetric, Matrix.transpose_mul, hs]
    simpa only [deformation, Matrix.mul_assoc] using h
  · have h := mixed_inv_sq ε η Bᵀ B
    simp only [reciprocalMetric, Matrix.transpose_mul, Matrix.transpose_nonsing_inv, hs]
    simpa only [deformation, Matrix.nonsing_inv_eq_ringInverse, Matrix.mul_assoc] using h
```

## (j) The squared length of a strained wavevector

**Task.** For any real vector $G$ and symmetric strains, show that $|A^{-T}G|^2$ has mixed derivative
$$6\,(\varepsilon G)\cdot(\eta G).$$

**Solution.** By symmetry $|A^{-T}G|^2=G\cdot A^{-2}G$. The map $M\mapsto G\cdot MG$ is linear, so by (b) it can be applied to the result of (f) with $l=r=1$:
$$3\,G\cdot(\varepsilon\eta+\eta\varepsilon)G=3\,(\varepsilon G)\cdot(\eta G)+3\,(\eta G)\cdot(\varepsilon G)=6\,(\varepsilon G)\cdot(\eta G).$$
Lean calls this linear map `f`; `move` shifts a symmetric matrix from one side of the scalar product to the other. The intermediate derivative `D` from (f) is contracted with $G$, and then its $x$-derivative is.

For a plane wave with wavevector $G$, the kinetic energy in Hartree atomic units is $|G|^2/2$, so its mixed strain derivative is $3(\varepsilon G)\cdot(\eta G)$. Such factors enter the elastic constants of a plane-wave calculation through the chain rule, but the theorems treat only the cell geometry, with no energy functional, wavefunction response or internal relaxation of the atoms.

```lean
/-- For symmetric strains, the squared length of a strained reciprocal vector `A⁻ᵀ G` has mixed
second derivative `6 (ε G) · (η G)` at zero strain. -/
theorem mixed_planeWave (ε η : Matrix n n ℝ) (hε : ε.IsSymm) (hη : η.IsSymm) (G : n → ℝ) :
    HasMixedDeriv (fun x y => ((deformation ε η x y)⁻¹ᵀ *ᵥ G) ⬝ᵥ
      ((deformation ε η x y)⁻¹ᵀ *ᵥ G)) (6 * ((ε *ᵥ G) ⬝ᵥ (η *ᵥ G))) := by
  have move : ∀ P Q : Matrix n n ℝ, Pᵀ = P →
      G ⬝ᵥ ((P * Q) *ᵥ G) = (P *ᵥ G) ⬝ᵥ (Q *ᵥ G) := by
    intro P Q hP
    rw [← Matrix.mulVec_mulVec, Matrix.dotProduct_mulVec, ← Matrix.mulVec_transpose, hP]
  have hs : ∀ x y, (deformation ε η x y)⁻¹ᵀ = (deformation ε η x y)⁻¹ := by
    intro x y
    rw [Matrix.transpose_nonsing_inv]
    simp [deformation, hε.eq, hη.eq]
  -- contraction of a matrix with `G` on both sides
  let f : Matrix n n ℝ →ₗ[ℝ] ℝ :=
    { toFun := fun M => G ⬝ᵥ (M *ᵥ G)
      map_add' := fun M N => by rw [Matrix.add_mulVec, dotProduct_add]
      map_smul' := fun c M => by simp [Matrix.smul_mulVec, dotProduct_smul] }
  obtain ⟨D, h1, h2⟩ := mixed_inv_sq ε η 1 1
  refine ⟨fun x => f (D x), h1.mono fun x hx => ?_, (hasDerivAt_linear f h2).congr_deriv ?_⟩
  · have e : (fun y => ((deformation ε η x y)⁻¹ᵀ *ᵥ G) ⬝ᵥ ((deformation ε η x y)⁻¹ᵀ *ᵥ G)) =
        fun y => f (1 * (Ring.inverse (1 + x • ε + y • η) *
          Ring.inverse (1 + x • ε + y • η)) * 1) := by
      funext y
      rw [hs, ← move _ _ (hs x y), one_mul, mul_one, Matrix.nonsing_inv_eq_ringInverse]
      rfl
    rw [e]
    exact hasDerivAt_linear f hx
  · have e1 : f (ε * η) = (ε *ᵥ G) ⬝ᵥ (η *ᵥ G) := move ε η hε.eq
    have e2 : f (η * ε) = (ε *ᵥ G) ⬝ᵥ (η *ᵥ G) :=
      (move η ε hη.eq).trans (dotProduct_comm _ _)
    rw [one_mul, mul_one, map_smul, map_add, e1, e2, smul_eq_mul]
    ring

end

end StrainResponse
```

```lean
#print axioms StrainResponse.HasMixedDeriv.deriv_deriv
#print axioms StrainResponse.second_order_strain_response
#print axioms StrainResponse.mixed_planeWave
```

```
'StrainResponse.HasMixedDeriv.deriv_deriv' depends on axioms: [propext, Classical.choice, Quot.sound]
'StrainResponse.second_order_strain_response' depends on axioms: [propext, Classical.choice, Quot.sound]
'StrainResponse.mixed_planeWave' depends on axioms: [propext, Classical.choice, Quot.sound]
```
